# At a nonzero gradient, the trust-region gain ratio tends to 1 as the radius shrinks, for any fixed approximate Hessian

## When a step is rejected

A trust-region SCF program that rejects a step keeps the current orbitals, shrinks the radius and tries again. If a poor approximate Hessian could hold the ratio of actual to predicted energy change below the acceptance threshold at every radius, this loop would never end. At a point with nonzero gradient, the calculation would then be stuck although the energy can still be lowered.

In exact arithmetic, this cannot happen where the energy is differentiable with nonzero gradient, provided that the retries keep the approximate Hessian unchanged and cut the radius by a fixed factor, that the acceptance threshold is below 1, and that each step exactly minimizes the quadratic model within its radius. A bad Hessian may force a small radius, but it cannot block acceptance for ever.

## The quadratic model and the gain ratio

Let $E$ be the energy as a function of the variational parameters, for instance orbital-rotation parameters, and let $x$ be the current point. Write $g$ for the gradient of $E$ at $x$ and $B$ for the approximate Hessian. The predicted energy change for a step $s$ is

$$m(s)=\langle g,s\rangle+\tfrac12\langle s,Bs\rangle .$$

A trust-region step $s_r$ minimizes $m$ over $\|s\|\le r$. Its gain ratio is

$$\rho(r)=\frac{E(x+s_r)-E(x)}{m(s_r)} .$$

The claim is that $\rho(r)\to1$ as $r\downarrow0$ if $g\neq0$.

## The gradient term wins at small radius

With $\|B\|$ the operator norm, every step with $\|s\|\le r$ satisfies

$$|\langle s,Bs\rangle|\le\|s\|\,\|Bs\|\le\|B\|r^2 .$$

The steepest-descent step $t=-(r/\|g\|)\,g$ has length $r$ and $\langle g,t\rangle=-r\|g\|$. Since $s_r$ does at least as well in the model,

$$m(s_r)\le m(t)\le-r\|g\|+\tfrac12\|B\|r^2 .$$

Once $\|B\|r<\|g\|$, this gives $m(s_r)\le-\tfrac12r\|g\|<0$.

Differentiability says that for each $\kappa>0$ there is a $\delta>0$ such that, for $\|s\|<\delta$,

$$|E(x+s)-E(x)-\langle g,s\rangle|\le\kappa\|s\| .$$

For $r<\delta$ the actual and predicted changes therefore differ by at most $\kappa r+\tfrac12\|B\|r^2$. Dividing by $|m(s_r)|\ge\tfrac12r\|g\|$ yields

$$|\rho(r)-1|\le\frac{2\kappa}{\|g\|}+\frac{\|B\|r}{\|g\|} .$$

Given $\varepsilon>0$, take $\kappa=\varepsilon\|g\|/8$ and $r$ so small that also $\|B\|r<\varepsilon\|g\|/2$. The right side is then below $3\varepsilon/4$, which proves the limit.

## The step turns towards steepest descent

Subtracting the curvature term from the bound on $m(s_r)$ gives $\langle g,s_r\rangle\le-r\|g\|+\|B\|r^2$. Hence

$$\Big\|s_r+\frac{r}{\|g\|}g\Big\|^2=\|s_r\|^2+\frac{2r}{\|g\|}\langle g,s_r\rangle+r^2\le\frac{2\|B\|r^3}{\|g\|} .$$

The distance is therefore at most a constant times $r^{3/2}$, which is small compared with $r$. This is only an upper bound, and the actual distance can shrink faster.

In the limiting case $B=0$ the bound vanishes, so $s_r$ is exactly the steepest-descent step. The predicted change is $-r\|g\|$, and $\rho(r)\to1$ reduces to the definition of the directional derivative.

## A stationary point where the ratio stays at −1

Take $E(u)=u^2/2$ in one dimension at $u=0$, where $g=0$, with the wrong curvature $B=-1$. The model is $m(s)=-s^2/2$, so its minimizers are $s=\pm r$. The energy rises by $r^2/2$ while the model predicts a fall of $r^2/2$, and the ratio is $-1$ at every positive radius. Without $g\ne0$, then, the limit can fail even for a convex quadratic energy.

## What the Lean theorems assume

The parameter space `V` is a real inner product space of any dimension; $\mathbb R^n$ is the usual case. The type `V →L[ℝ] V` makes `B` a bounded linear operator, and symmetry is not required. `HasGradientAt E g x` states that $E$ is differentiable at $x$ with gradient $g$; no second derivative is needed. `CompleteSpace V` holds automatically in finite dimension.

`IsTrustStep g B r s` says that `s` is a global minimizer of the model on the ball. In `gainRatio_tendsto_one`, the function `s : ℝ → V` picks one such minimizer for each positive radius, and any choice will do if there are several. Finite dimension guarantees that they exist, by `exists_trustStep`; in infinite dimension their existence is a hypothesis. The filter `𝓝[>] 0` expresses $r\downarrow0$.

In `eventually_accepted` the radii are $c^kr_0$ with $0<c<1$ and $r_0>0$, and the threshold is any $\eta<1$. The point $x$ and the operator `B` stay fixed while the radius shrinks. The conclusion concerns acceptance at one point, not convergence of the SCF iteration.

One gap between this result and a working program is the subproblem solver: production codes often minimize the model only approximately, whereas `IsTrustStep` demands an exact minimizer. Another is numerical precision: at a very small radius the energy change can fall below the error of the computed energies, and the computed ratio is then unreliable.

```lean
import Mathlib

open Filter Topology

namespace TrustRegionGainRatio

variable {V : Type*} [NormedAddCommGroup V] [InnerProductSpace ℝ V]

/-- The energy change predicted for a step `s` by the quadratic model with gradient `g` and
approximate Hessian `B`. -/
noncomputable def model (g : V) (B : V →L[ℝ] V) (s : V) : ℝ :=
  inner ℝ g s + inner ℝ s (B s) / 2

/-- `s` is a trust-region step of radius `r`: it minimizes the quadratic model over all steps
of length at most `r`. -/
def IsTrustStep (g : V) (B : V →L[ℝ] V) (r : ℝ) (s : V) : Prop :=
  ‖s‖ ≤ r ∧ ∀ t : V, ‖t‖ ≤ r → model g B s ≤ model g B t

/-- The ratio of actual to predicted energy change for the step `s` from `x`, meaningful when
the predicted change is nonzero. -/
noncomputable def gainRatio (E : V → ℝ) (g : V) (B : V →L[ℝ] V) (x s : V) : ℝ :=
  (E (x + s) - E x) / model g B s

/-- In finite dimension a trust-region step exists for every nonnegative radius. -/
theorem exists_trustStep [FiniteDimensional ℝ V] (g : V) (B : V →L[ℝ] V) {r : ℝ}
    (hr : 0 ≤ r) : ∃ s, IsTrustStep g B r s := by
  have hc : Continuous fun s => model g B s := by
    unfold model
    fun_prop
  -- a continuous function attains its minimum on the compact ball
  obtain ⟨s, hs, hmin⟩ := (isCompact_closedBall (0 : V) r).exists_isMinOn
    ⟨0, Metric.mem_closedBall_self hr⟩ hc.continuousOn
  exact ⟨s, mem_closedBall_zero_iff.1 hs, fun t ht => hmin (mem_closedBall_zero_iff.2 ht)⟩

/-- For steps of length at most `r`, the curvature term `⟨s, B s⟩` is at most `‖B‖ r²` in
absolute value. -/
theorem curvature_le (B : V →L[ℝ] V) {r : ℝ} {s : V} (hs : ‖s‖ ≤ r) :
    |inner ℝ s (B s)| ≤ ‖B‖ * r ^ 2 := by
  have h1 : ‖B s‖ ≤ ‖B‖ * r :=
    (B.le_opNorm s).trans (mul_le_mul_of_nonneg_left hs (norm_nonneg B))
  calc |inner ℝ s (B s)| ≤ ‖s‖ * ‖B s‖ := abs_real_inner_le_norm s (B s)
    _ ≤ r * (‖B‖ * r) := mul_le_mul hs h1 (norm_nonneg _) ((norm_nonneg s).trans hs)
    _ = ‖B‖ * r ^ 2 := by ring

/-- The energy change predicted for a trust-region step of radius `r` is at most
`-r ‖g‖ + ‖B‖ r² / 2`. -/
theorem model_trustStep_le {g : V} {B : V →L[ℝ] V} {r : ℝ} {s : V}
    (h : IsTrustStep g B r s) : model g B s ≤ -(r * ‖g‖) + ‖B‖ * r ^ 2 / 2 := by
  have hr : 0 ≤ r := (norm_nonneg s).trans h.1
  rcases eq_or_ne g 0 with rfl | hg
  · have h0 : model 0 B (0 : V) = 0 := by simp [model]
    have h1 := h.2 0 (by simpa using hr)
    rw [h0] at h1
    have h2 : 0 ≤ ‖B‖ * r ^ 2 := by positivity
    rw [norm_zero]
    linarith
  · have hn : ‖g‖ ≠ 0 := norm_ne_zero_iff.2 hg
    -- compare with the steepest-descent step of length r
    have ht : ‖(-(r / ‖g‖)) • g‖ ≤ r := by
      rw [norm_smul, norm_neg, Real.norm_of_nonneg (div_nonneg hr (norm_nonneg g)),
        div_mul_cancel₀ _ hn]
    have hi : inner ℝ g ((-(r / ‖g‖)) • g) = -(r * ‖g‖) := by
      rw [real_inner_smul_right, real_inner_self_eq_norm_sq]
      field_simp
    have h1 := h.2 _ ht
    have h2 := (abs_le.1 (curvature_le B ht)).2
    have h3 : model g B ((-(r / ‖g‖)) • g) = inner ℝ g ((-(r / ‖g‖)) • g)
      + inner ℝ ((-(r / ‖g‖)) • g) (B ((-(r / ‖g‖)) • g)) / 2 := rfl
    linarith

/-- For nonzero gradient, the squared distance between a trust-region step of radius `r` and
the steepest-descent step of length `r` is at most `2 ‖B‖ r³ / ‖g‖`. -/
theorem trustStep_near_steepestDescent {g : V} (hg : g ≠ 0) {B : V →L[ℝ] V} {r : ℝ} {s : V}
    (h : IsTrustStep g B r s) :
    ‖s + (r / ‖g‖) • g‖ ^ 2 ≤ 2 * (‖B‖ * r ^ 3 / ‖g‖) := by
  have hr : 0 ≤ r := (norm_nonneg s).trans h.1
  have hn : ‖g‖ ≠ 0 := norm_ne_zero_iff.2 hg
  have hq : 0 ≤ r / ‖g‖ := div_nonneg hr (norm_nonneg g)
  have hy : ‖(r / ‖g‖) • g‖ = r := by
    rw [norm_smul, Real.norm_of_nonneg hq, div_mul_cancel₀ _ hn]
  -- bound the first-order term by removing the curvature term from the model
  have h1 : inner ℝ g s ≤ -(r * ‖g‖) + ‖B‖ * r ^ 2 := by
    have h2 := model_trustStep_le h
    have h3 := (abs_le.1 (curvature_le B h.1)).1
    have h4 : model g B s = inner ℝ g s + inner ℝ s (B s) / 2 := rfl
    linarith
  have h5 := mul_le_mul_of_nonneg_left h1 hq
  have h6 : r / ‖g‖ * (-(r * ‖g‖) + ‖B‖ * r ^ 2) = -r ^ 2 + ‖B‖ * r ^ 3 / ‖g‖ := by
    field_simp
  have h7 : ‖s‖ ^ 2 ≤ r ^ 2 := pow_le_pow_left₀ (norm_nonneg s) h.1 2
  rw [norm_add_sq_real, hy, real_inner_smul_right, real_inner_comm]
  linarith

/-- If the energy is differentiable at `x` with nonzero gradient `g`, then for any fixed bounded
approximate Hessian `B` the ratio of actual to predicted energy change of the trust-region
steps tends to 1 as the radius decreases to 0. -/
theorem gainRatio_tendsto_one [CompleteSpace V] {E : V → ℝ} {g x : V}
    (hE : HasGradientAt E g x) (hg : g ≠ 0) (B : V →L[ℝ] V) {s : ℝ → V}
    (hs : ∀ r, 0 < r → IsTrustStep g B r (s r)) :
    Tendsto (fun r => gainRatio E g B x (s r)) (𝓝[>] 0) (𝓝 1) := by
  have hn : 0 < ‖g‖ := norm_pos_iff.2 hg
  rw [Metric.tendsto_nhds]
  intro ε hε
  have hc : 0 < ε * ‖g‖ / 8 := by positivity
  -- first-order expansion of the energy
  obtain ⟨δ, hδ, hexp⟩ := Metric.eventually_nhds_iff.1
    ((hasFDerivAt_iff_isLittleO_nhds_zero.1 hE.hasFDerivAt).def hc)
  have hB : Tendsto (fun r : ℝ => ‖B‖ * r) (𝓝[>] 0) (𝓝 0) :=
    ((by fun_prop : Continuous fun r : ℝ => ‖B‖ * r).tendsto' 0 0 (by simp)).mono_left
      nhdsWithin_le_nhds
  have hc2 : 0 < ε * ‖g‖ / 2 := by positivity
  filter_upwards [Ioo_mem_nhdsGT hδ, hB.eventually_lt_const hn,
    hB.eventually_lt_const hc2] with r hr h1 h2
  have hst := hs r hr.1
  have h3 : |E (x + s r) - E x - inner ℝ g (s r)| ≤ ε * ‖g‖ / 8 * ‖s r‖ := by
    have hd : dist (s r) 0 < δ := by
      rw [dist_zero_right]
      exact hst.1.trans_lt hr.2
    simpa using hexp hd
  have h4 := mul_le_mul_of_nonneg_left hst.1 hc.le
  have h5 := mul_lt_mul_of_pos_left h1 hr.1
  have h6 := mul_lt_mul_of_pos_left h2 hr.1
  have hpos : 0 < r * ‖g‖ := mul_pos hr.1 hn
  have hεpos : 0 < ε * (r * ‖g‖) := mul_pos hε hpos
  -- the predicted change is of first order in the radius
  have hm : model g B (s r) ≤ -(r * ‖g‖ / 2) := by
    have := model_trustStep_le hst
    linarith
  have hneg : model g B (s r) < 0 := by linarith
  have h7 := mul_le_mul_of_nonneg_left hm hε.le
  have h8 : model g B (s r) = inner ℝ g (s r) + inner ℝ (s r) (B (s r)) / 2 := rfl
  obtain ⟨ha, hb⟩ := abs_le.1 h3
  obtain ⟨hp, hq⟩ := abs_le.1 (curvature_le B hst.1)
  rw [Real.dist_eq, gainRatio, div_sub_one hneg.ne, abs_div,
    div_lt_iff₀ (abs_pos.2 hneg.ne), abs_of_neg hneg, abs_lt]
  constructor <;> linarith

/-- If the energy is differentiable at `x` with nonzero gradient and the bounded approximate Hessian
`B` is held fixed, then repeatedly shrinking a positive trust radius by a fixed factor `c` between 0
and 1 eventually brings the gain ratio of the trust-region steps above any threshold `η < 1`, and it
stays above. -/
theorem eventually_accepted [CompleteSpace V] {E : V → ℝ} {g x : V}
    (hE : HasGradientAt E g x) (hg : g ≠ 0) (B : V →L[ℝ] V) {s : ℝ → V}
    (hs : ∀ r, 0 < r → IsTrustStep g B r (s r)) {η c r₀ : ℝ} (hη : η < 1)
    (hc : 0 < c) (hc1 : c < 1) (hr₀ : 0 < r₀) :
    ∀ᶠ k : ℕ in atTop, η < gainRatio E g B x (s (c ^ k * r₀)) := by
  have h1 : Tendsto (fun k : ℕ => c ^ k * r₀) atTop (𝓝 0) := by
    simpa using (tendsto_pow_atTop_nhds_zero_of_lt_one hc.le hc1).mul_const r₀
  have h2 : Tendsto (fun k : ℕ => c ^ k * r₀) atTop (𝓝[>] 0) :=
    tendsto_nhdsWithin_iff.2 ⟨h1, Eventually.of_forall fun k => mul_pos (pow_pos hc k) hr₀⟩
  exact ((gainRatio_tendsto_one hE hg B hs).comp h2).eventually_const_lt hη

/-- For the energy `u² / 2` at its stationary point `u = 0`, with approximate Hessian `-1`,
every trust-region step of positive radius has gain ratio `-1`. -/
theorem gainRatio_at_stationary_point {r s : ℝ} (hr : 0 < r)
    (h : IsTrustStep (0 : ℝ) (-ContinuousLinearMap.id ℝ ℝ) r s) :
    gainRatio (fun u : ℝ => u ^ 2 / 2) 0 (-ContinuousLinearMap.id ℝ ℝ) 0 s = -1 := by
  have hm : ∀ t : ℝ, model (0 : ℝ) (-ContinuousLinearMap.id ℝ ℝ) t = -(t ^ 2 / 2) := by
    intro t
    have h1 : inner ℝ t t = t ^ 2 := by
      rw [real_inner_self_eq_norm_sq, Real.norm_eq_abs, sq_abs]
    have h2 : (-ContinuousLinearMap.id ℝ ℝ) t = -t := rfl
    rw [model, h2, inner_zero_left, inner_neg_right, h1]
    ring
  -- the minimizer lies on the boundary, so it is nonzero
  have h3 := h.2 r (Real.norm_of_nonneg hr.le).le
  rw [hm, hm] at h3
  have h4 : 0 < r ^ 2 := by positivity
  have h5 : -(s ^ 2 / 2) ≠ 0 := ne_of_lt (by linarith)
  have h6 : gainRatio (fun u : ℝ => u ^ 2 / 2) 0 (-ContinuousLinearMap.id ℝ ℝ) 0 s
      = ((0 + s) ^ 2 / 2 - 0 ^ 2 / 2) / model 0 (-ContinuousLinearMap.id ℝ ℝ) s := rfl
  rw [h6, hm, div_eq_iff h5]
  ring

end TrustRegionGainRatio
```

```lean
#print axioms TrustRegionGainRatio.trustStep_near_steepestDescent
-- 'TrustRegionGainRatio.trustStep_near_steepestDescent' depends on axioms: [propext, Classical.choice, Quot.sound]
#print axioms TrustRegionGainRatio.gainRatio_tendsto_one
-- 'TrustRegionGainRatio.gainRatio_tendsto_one' depends on axioms: [propext, Classical.choice, Quot.sound]
#print axioms TrustRegionGainRatio.eventually_accepted
-- 'TrustRegionGainRatio.eventually_accepted' depends on axioms: [propext, Classical.choice, Quot.sound]
#print axioms TrustRegionGainRatio.gainRatio_at_stationary_point
-- 'TrustRegionGainRatio.gainRatio_at_stationary_point' depends on axioms: [propext, Classical.choice, Quot.sound]
```

## How the estimates enter the Lean proof

`exists_trustStep` uses the fact that a continuous function attains its minimum on a compact ball. `curvature_le` is the Cauchy–Schwarz bound combined with the operator norm.

`model_trustStep_le` makes the comparison with steepest descent. It also admits $g=0$, where that direction is undefined, and there it compares with the zero step instead. `trustStep_near_steepestDescent` expands the squared norm as above.

In `gainRatio_tendsto_one`, the little-o form of differentiability is applied with the constant $\varepsilon\|g\|/8$ and supplies $\delta$. The call to `filter_upwards` collects the three conditions on the radius: $0<r<\delta$, $\|B\|r<\|g\|$ and $\|B\|r<\varepsilon\|g\|/2$. The proof then rewrites $\rho(r)-1$ as the difference of the two changes divided by $m(s_r)$ and multiplies through by $|m(s_r)|$. What remains is a two-sided inequality, and `linarith` closes each side from the products prepared beforehand.

`eventually_accepted` composes this limit with the sequence $c^kr_0$, which tends to zero through positive values. `gainRatio_at_stationary_point` compares the minimizer with the step $r$ to show that it is nonzero, after which the ratio is computed directly.
